# The Brouwer slope of the electron density lies in [−1/6, 0) in a dilute oxide model with only doubly ionised oxygen vacancies, electrons and fixed donors

Take an oxide without donors, in which each oxygen vacancy releases two electrons. Let v be the vacancy concentration, n the electron density and p the oxygen pressure, with n = 2v and v n² √p = 1/2 in suitable units. At p = 1 the solution is n = 1, v = 1/2. At p = 64 it is n = 1/2, v = 1/4. A 64-fold rise in pressure halves n, which is a log-log slope of −1/6. Now add fixed donors, with oxygen vacancies and electrons as the only other charged defects. Neutrality then keeps n above the donor charge density at every pressure, so the slope should flatten.

```lean
import Mathlib

open Filter Topology

namespace BrouwerSlope

noncomputable section
```

In general, mass action for O(lattice) ⇌ ½ O₂ + vacancy + 2 electrons, and charge neutrality, read

v n² √p = K,  n = 2v + D.

The constant K > 0 is the equilibrium constant of this reaction at fixed temperature, and D ≥ 0 is the charge density of fully ionised, immobile donors. All quantities are real numbers in consistent units, with p relative to a reference pressure. The model is dilute and leaves out holes, other vacancy charge states and acceptors, including the cation vacancies that can compensate donors at high oxygen pressure.

```lean
/-- Defect equilibrium of an oxide at oxygen pressure `p`: mass action for doubly ionised
vacancies `v` and electrons `n`, and charge neutrality with donor charge density `D`. -/
def IsDefectEquilibrium (K D p n v : ℝ) : Prop :=
  v * n ^ 2 * √p = K ∧ n = 2 * v + D
```

Eliminating v gives a cubic in n with right-hand side y = 2K/√p. `chargeRoot D y` picks a root above D by `Classical.epsilon`, which returns some number with the stated property if there is one.

```lean
/-- The root `n > D` of `(n - D) n² = y`, for `D ≥ 0` and `y > 0`. -/
def chargeRoot (D y : ℝ) : ℝ :=
  Classical.epsilon fun n : ℝ => D < n ∧ (n - D) * n ^ 2 = y

/-- The electron density at oxygen pressure `p`, for `K > 0`, `D ≥ 0` and `p > 0`. -/
def electronDensity (K D p : ℝ) : ℝ := chargeRoot D (2 * K / √p)
```

The Brouwer slope is d log n / d log p, written as the derivative of s ↦ log n(exp s) at s = log p. Lean's `deriv` is 0 where no derivative exists, so differentiability has to be proved before the slope means anything.

```lean
/-- The Brouwer slope `d log n / d log p` at pressure `p > 0`, for `K > 0` and `D ≥ 0`. -/
def brouwerSlope (K D p : ℝ) : ℝ :=
  deriv (fun s => Real.log (electronDensity K D (Real.exp s))) (Real.log p)
```

## (a) One root above the donor density

Show that for D ≥ 0 and y > 0 exactly one n > D satisfies

(n − D) n² = y.

The left side is 0 at n = D and (1 + y)(D + 1 + y)² ≥ 1 + y > y at n = D + 1 + y. The intermediate value theorem gives a root between them, and it is not D because y > 0. If m and n are both roots above D, subtraction gives

0 = (m − n) [m(m − D) + n(n − D) + mn].

The bracket is positive, so m = n. In the code, `linear_combination` checks this factorisation.

The condition D ≥ 0 matters for this statement: for D = −3 and y = 4, both n = 1 and n = −2 are roots above D, although only the first can be a density.

```lean
/-- For `D ≥ 0` and `y > 0` the cubic `(n - D) n² = y` has exactly one root above `D`. -/
theorem existsUnique_root {D y : ℝ} (hD : 0 ≤ D) (hy : 0 < y) :
    ∃! n : ℝ, D < n ∧ (n - D) * n ^ 2 = y := by
  have hc : ContinuousOn (fun n : ℝ => (n - D) * n ^ 2) (Set.Icc D (D + 1 + y)) := by
    fun_prop
  have hmem : y ∈ Set.Icc ((D - D) * D ^ 2) ((D + 1 + y - D) * (D + 1 + y) ^ 2) := by
    constructor
    · rw [sub_self, zero_mul]
      exact hy.le
    · have h1 : 1 ≤ (D + 1 + y) ^ 2 := one_le_pow₀ (by linarith)
      have h2 : 0 ≤ 1 + y := by linarith
      nlinarith [mul_nonneg h2 (sub_nonneg.2 h1)]
  obtain ⟨n, hn, hny⟩ := intermediate_value_Icc (by linarith : D ≤ D + 1 + y) hc hmem
  have he : (n - D) * n ^ 2 = y := hny
  have hlt : D < n := by
    refine lt_of_le_of_ne hn.1 fun h => ?_
    rw [← h, sub_self, zero_mul] at he
    linarith
  refine ⟨n, ⟨hlt, he⟩, ?_⟩
  rintro m ⟨hm, hme⟩
  -- the difference of two values of the cubic is `m - n` times a positive factor
  have hpos : 0 < m * (m - D) + n * (n - D) + m * n := by
    have h1 := mul_pos (hD.trans_lt hm) (sub_pos.2 hm)
    have h2 := mul_pos (hD.trans_lt hlt) (sub_pos.2 hlt)
    have h3 := mul_pos (hD.trans_lt hm) (hD.trans_lt hlt)
    linarith
  have hz : (m - n) * (m * (m - D) + n * (n - D) + m * n) = 0 := by
    linear_combination hme - he
  exact sub_eq_zero.1 ((mul_eq_zero.1 hz).resolve_right hpos.ne')
```

## (b) The chosen root

Write N(y) for `chargeRoot D y`. Show that, for D ≥ 0 and y > 0,

N(y) > D,  (N(y) − D) N(y)² = y.

By (a) a number with these properties exists, so the choice returns one.

```lean
theorem chargeRoot_spec {D y : ℝ} (hD : 0 ≤ D) (hy : 0 < y) :
    D < chargeRoot D y ∧ (chargeRoot D y - D) * chargeRoot D y ^ 2 = y :=
  Classical.epsilon_spec (existsUnique_root hD hy).exists
```

## (c) Response of the root to the right-hand side

Show that, for D ≥ 0, N is differentiable at every y > 0, with

N′(y) = 1 / (N(3N − 2D)).

Let z > 0, a = N(z) and b = N(y). The factorisation from (a) gives

z − y = (a − b) [a(a − D) + b(b − D) + ab].

The bracket is at least b(b − D) > 0, hence

|a − b| ≤ |z − y| / (b(b − D)),

and N is continuous at y. The cubic has derivative

b² + 2b(b − D) = b(3b − 2D) > 0

at b, and the inverse function rule gives the claim. In Lean, `hbound` is the estimate, `hcont` the continuity and `hf` the derivative of the cubic; `HasDerivAt.of_local_left_inverse` combines them.

```lean
/-- The root of the cubic is differentiable in the right-hand side `y`, with derivative
`1 / (n (3n - 2D))`. -/
theorem hasDerivAt_chargeRoot {D y : ℝ} (hD : 0 ≤ D) (hy : 0 < y) :
    HasDerivAt (chargeRoot D)
      (chargeRoot D y * (3 * chargeRoot D y - 2 * D))⁻¹ y := by
  obtain ⟨hb, hbe⟩ := chargeRoot_spec hD hy
  have hb0 := hD.trans_lt hb
  have hc : 0 < chargeRoot D y * (chargeRoot D y - D) := mul_pos hb0 (sub_pos.2 hb)
  -- continuity from a Lipschitz estimate around `y`
  have hbound : ∀ᶠ z in 𝓝 y, dist (chargeRoot D z) (chargeRoot D y) ≤
      |z - y| / (chargeRoot D y * (chargeRoot D y - D)) := by
    filter_upwards [lt_mem_nhds hy] with z hz
    obtain ⟨ha, hae⟩ := chargeRoot_spec hD hz
    have h1 := mul_pos (hD.trans_lt ha) (sub_pos.2 ha)
    have h2 := mul_pos (hD.trans_lt ha) hb0
    have hfac : z - y = (chargeRoot D z - chargeRoot D y) *
        (chargeRoot D z * (chargeRoot D z - D) + chargeRoot D y * (chargeRoot D y - D)
          + chargeRoot D z * chargeRoot D y) := by
      linear_combination hbe - hae
    rw [Real.dist_eq, le_div_iff₀ hc, hfac, abs_mul]
    refine mul_le_mul_of_nonneg_left ?_ (abs_nonneg _)
    exact le_trans (by linarith) (le_abs_self _)
  have hlim : Tendsto (fun z => |z - y| / (chargeRoot D y * (chargeRoot D y - D)))
      (𝓝 y) (𝓝 0) := by
    have h : Continuous fun z => |z - y| / (chargeRoot D y * (chargeRoot D y - D)) :=
      ((continuous_id.sub continuous_const).abs).div_const _
    simpa using h.tendsto y
  have hcont : ContinuousAt (chargeRoot D) y :=
    tendsto_iff_dist_tendsto_zero.2
      (squeeze_zero' (Eventually.of_forall fun _ => dist_nonneg) hbound hlim)
  have hf : HasDerivAt (fun n : ℝ => (n - D) * n ^ 2)
      (chargeRoot D y * (3 * chargeRoot D y - 2 * D)) (chargeRoot D y) := by
    refine (((hasDerivAt_id' (chargeRoot D y)).sub_const D).fun_mul
      ((hasDerivAt_id' (chargeRoot D y)).fun_pow 2)).congr_deriv ?_
    push_cast
    ring
  refine HasDerivAt.of_local_left_inverse hcont hf
    (mul_pos hb0 (by linarith)).ne' ?_
  filter_upwards [lt_mem_nhds hy] with z hz
  exact (chargeRoot_spec hD hz).2
```

## (d) The electron density at a given pressure

From here on n(p) is `electronDensity K D p`, with K > 0, D ≥ 0 and p > 0. Show that

n > D,  (n − D) n² = 2K/√p.

This is (b) at y = 2K/√p, which is positive.

```lean
/-- The electron density exceeds `D` and solves `(n - D) n² = 2K / √p`. -/
theorem electronDensity_spec {K D p : ℝ} (hK : 0 < K) (hD : 0 ≤ D) (hp : 0 < p) :
    D < electronDensity K D p ∧
      (electronDensity K D p - D) * electronDensity K D p ^ 2 = 2 * K / √p :=
  chargeRoot_spec hD (div_pos (by linarith) (Real.sqrt_pos.2 hp))
```

## (e) Back to the two defect equations

Show that n and v satisfy mass action and neutrality exactly when

n = n(p),  v = (n − D)/2.

If v ≤ 0, then v n² √p ≤ 0 < K, a contradiction. So v > 0 and n = 2v + D > D. Replacing v by (n − D)/2 in mass action gives the cubic, and (a) identifies n. Conversely, the cubic multiplied by √p/2 is mass action. The signs of n and v are not assumed; they follow from the equations.

```lean
/-- Mass action and neutrality hold together exactly when `n` is the electron density and
the vacancy concentration is `(n - D) / 2`. -/
theorem isDefectEquilibrium_iff {K D p n v : ℝ} (hK : 0 < K) (hD : 0 ≤ D) (hp : 0 < p) :
    IsDefectEquilibrium K D p n v ↔ n = electronDensity K D p ∧ v = (n - D) / 2 := by
  have hs := Real.sqrt_pos.2 hp
  have hspec := electronDensity_spec hK hD hp
  constructor
  · rintro ⟨hm, hn⟩
    have hv : 0 < v := by
      by_contra h
      have h1 : 0 ≤ -v := by linarith
      have h2 : 0 ≤ n ^ 2 * √p := by positivity
      nlinarith [mul_nonneg h1 h2]
    refine ⟨(existsUnique_root hD (div_pos (by linarith) hs)).unique
      ⟨by linarith, ?_⟩ hspec, by linarith⟩
    rw [eq_div_iff hs.ne']
    linear_combination n ^ 2 * √p * hn + 2 * hm
  · rintro ⟨hn, hv⟩
    rw [← hn] at hspec
    have he := (eq_div_iff hs.ne').1 hspec.2
    refine ⟨?_, by linarith⟩
    rw [hv]
    linear_combination he / 2
```

## (f) Derivative with respect to pressure

Show that

dn/dp = −(n − D) n / (2p(3n − 2D)).

Since y = 2K/√p, we have dy/dp = −y/(2p). The chain rule with (c) gives

dn/dp = −y / (2p n(3n − 2D)),

and y = (n − D) n² finishes the calculation. The code follows the same order: `hy`, then `comp`, then the substitution `rw [← he]`.

```lean
/-- The electron density is differentiable in the pressure, with
`dn/dp = -(n - D) n / (2p (3n - 2D))`. -/
theorem hasDerivAt_electronDensity {K D p : ℝ} (hK : 0 < K) (hD : 0 ≤ D) (hp : 0 < p) :
    HasDerivAt (electronDensity K D)
      (-(electronDensity K D p - D) * electronDensity K D p /
        (2 * p * (3 * electronDensity K D p - 2 * D))) p := by
  have hs := Real.sqrt_pos.2 hp
  obtain ⟨hn, he⟩ := electronDensity_spec hK hD hp
  have hy : HasDerivAt (fun q : ℝ => 2 * K / √q) (-(2 * K / √p) / (2 * p)) p := by
    refine ((hasDerivAt_const p (2 * K)).fun_div
      (Real.hasDerivAt_sqrt hp.ne') hs.ne').congr_deriv ?_
    rw [Real.sq_sqrt hp.le]
    ring
  refine ((hasDerivAt_chargeRoot hD (div_pos (by linarith) hs)).comp p hy).congr_deriv ?_
  change (electronDensity K D p * (3 * electronDensity K D p - 2 * D))⁻¹ *
    (-(2 * K / √p) / (2 * p)) = _
  rw [← he]
  generalize electronDensity K D p = n at hn
  have h1 : n ≠ 0 := (hD.trans_lt hn).ne'
  have h2 : 3 * n - 2 * D ≠ 0 := by
    have : 0 < 3 * n - 2 * D := by linarith
    exact this.ne'
  field_simp
```

## (g) The slope in closed form

Show that

d log n / d log p = −(n − D) / (2(3n − 2D)).

With p = exp s, the chain rule gives (p/n) dn/dp. Insert (f) and cancel p and n, which are both positive.

```lean
/-- The Brouwer slope in closed form: `d log n / d log p = -(n - D) / (2 (3n - 2D))`. -/
theorem brouwerSlope_eq {K D p : ℝ} (hK : 0 < K) (hD : 0 ≤ D) (hp : 0 < p) :
    brouwerSlope K D p = -(electronDensity K D p - D) /
      (2 * (3 * electronDensity K D p - 2 * D)) := by
  have hn := (electronDensity_spec hK hD hp).1
  have hd := hasDerivAt_electronDensity hK hD (Real.exp_pos (Real.log p))
  have hne : electronDensity K D (Real.exp (Real.log p)) ≠ 0 := by
    rw [Real.exp_log hp]
    exact (hD.trans_lt hn).ne'
  have h := ((hd.comp (Real.log p) (Real.hasDerivAt_exp (Real.log p))).log hne).deriv
  refine Eq.trans h ?_
  simp only [Function.comp_apply, Real.exp_log hp]
  generalize electronDensity K D p = n at hn
  have h1 : n ≠ 0 := (hD.trans_lt hn).ne'
  have h2 : 3 * n - 2 * D ≠ 0 := by
    have : 0 < 3 * n - 2 * D := by linarith
    exact this.ne'
  field_simp
```

## (h) Bounds and the equality case

Show that n(p) is the only root above D, that it is differentiable, and that

−1/6 ≤ d log n / d log p < 0, with equality on the left iff D = 0.

The first two claims are (a) and (f). In (g), n − D and 3n − 2D = n + 2(n − D) are positive, so the slope is negative. Clearing denominators,

−1/6 ≤ slope ⇔ 3(n − D) ≤ 3n − 2D ⇔ 0 ≤ D,

and equality holds exactly when D = 0. `Set.Ico` is the half-open interval.

Within this dilute model, a slope shallower than −1/6 therefore means that donors are present. In a real oxide it does not prove this, because holes from thermal excitation across the gap, which the model leaves out, also make the slope shallower.

```lean
/-- The electron density is the only root above `D` of `(n - D) n² = 2K / √p`, it is
differentiable in `p`, and its Brouwer slope lies in `[-1/6, 0)`, with `-1/6` iff `D = 0`. -/
theorem brouwer_slope {K D p : ℝ} (hK : 0 < K) (hD : 0 ≤ D) (hp : 0 < p) :
    (∀ n : ℝ, (D < n ∧ (n - D) * n ^ 2 = 2 * K / √p) ↔ n = electronDensity K D p) ∧
      DifferentiableAt ℝ (electronDensity K D) p ∧
      brouwerSlope K D p ∈ Set.Ico (-1 / 6 : ℝ) 0 ∧
      (brouwerSlope K D p = -1 / 6 ↔ D = 0) := by
  have hspec := electronDensity_spec hK hD hp
  have hn := hspec.1
  have hpos : 0 < 2 * (3 * electronDensity K D p - 2 * D) := by linarith
  refine ⟨fun n => ⟨fun h => ?_, fun h => h ▸ hspec⟩,
    (hasDerivAt_electronDensity hK hD hp).differentiableAt, ?_, ?_⟩
  · exact (existsUnique_root hD
      (div_pos (by linarith) (Real.sqrt_pos.2 hp))).unique h hspec
  · rw [brouwerSlope_eq hK hD hp]
    refine ⟨?_, div_neg_of_neg_of_pos (by linarith) hpos⟩
    rw [le_div_iff₀ hpos]
    linarith
  · rw [brouwerSlope_eq hK hD hp, div_eq_iff hpos.ne']
    constructor <;> intro h <;> linarith
```

## (i) The power law without donors

Show that for D = 0

n⁶ p = (2K)².

The cubic becomes n³ √p = 2K; square it.

```lean
/-- Without donors the electron density obeys the power law `n⁶ p = (2K)²`. -/
theorem undoped_power_law {K p : ℝ} (hK : 0 < K) (hp : 0 < p) :
    electronDensity K 0 p ^ 6 * p = (2 * K) ^ 2 := by
  have he := (eq_div_iff (Real.sqrt_pos.2 hp).ne').1
    (electronDensity_spec hK le_rfl hp).2
  rw [← he, mul_pow _ (√p), Real.sq_sqrt hp.le]
  ring
```

## (j) Flattening at high pressure

Show that for D > 0

d log n / d log p ≥ −K / (D³ √p).

Multiply numerator and denominator in (g) by n² and use the cubic:

slope = −(K/√p) / (n²(3n − 2D)).

Since n > D and 3n − 2D > D, the denominator is at least D³. Together with the negative sign from (h), this forces the slope to 0 as p → ∞. The code proves the same inequality with denominators cleared; `h1` is the bound by D³.

```lean
/-- With donors present the Brouwer slope is at least `-K / (D³ √p)`. -/
theorem doped_slope_bound {K D p : ℝ} (hK : 0 < K) (hD : 0 < D) (hp : 0 < p) :
    -(K / √p) / D ^ 3 ≤ brouwerSlope K D p := by
  obtain ⟨hn, he⟩ := electronDensity_spec hK hD.le hp
  rw [brouwerSlope_eq hK hD.le hp]
  rw [mul_div_assoc] at he
  generalize electronDensity K D p = n at hn he ⊢
  rw [div_le_div_iff₀ (by positivity) (by linarith)]
  have h1 : D ^ 2 * D ≤ n ^ 2 * (3 * n - 2 * D) :=
    mul_le_mul (pow_le_pow_left₀ hD.le hn.le 2) (by linarith) hD.le (by positivity)
  have h2 := mul_le_mul_of_nonneg_left h1 (sub_pos.2 hn).le
  have h3 : -(K / √p) * (2 * (3 * n - 2 * D)) =
      -((n - D) * (n ^ 2 * (3 * n - 2 * D))) := by
    linear_combination (3 * n - 2 * D) * he
  rw [h3]
  linarith

end

end BrouwerSlope
```

```lean
#print axioms BrouwerSlope.isDefectEquilibrium_iff
-- 'BrouwerSlope.isDefectEquilibrium_iff' depends on axioms: [propext, Classical.choice, Quot.sound]
#print axioms BrouwerSlope.brouwer_slope
-- 'BrouwerSlope.brouwer_slope' depends on axioms: [propext, Classical.choice, Quot.sound]
#print axioms BrouwerSlope.undoped_power_law
-- 'BrouwerSlope.undoped_power_law' depends on axioms: [propext, Classical.choice, Quot.sound]
#print axioms BrouwerSlope.doped_slope_bound
-- 'BrouwerSlope.doped_slope_bound' depends on axioms: [propext, Classical.choice, Quot.sound]
```
